# The characteristic polynomial of a four-site ring threaded by a flux

For a single particle on a four-site tight-binding ring with zero on-site energy, real hoppings `t 0` to `t 3` and a flux phase `φ` on the closing bond, `ring_det` gives the characteristic polynomial of the Hamiltonian H. It states that det(x − H) = x⁴ − Sx² + A² for every complex x, where S is the sum of the squared hoppings and A is the modulus of t₀t₂ − t₁t₃e^{iφ}. The proof writes the matrix out, expands its determinant with `det_cycle`, and means to replace A² by its cosine form with `amp_sq`. What remains is to be closed by algebra, using the fact that the two opposite phase factors multiply to 1.

Lean 4 with Mathlib refuses this proof:

```lean
import Mathlib

open Matrix

namespace RingDet

noncomputable section

/-- The Hamiltonian of a four-site ring with zero on-site energy and hoppings `t 0, …, t 3`;
the total flux `φ` is carried by the bond that closes the ring. -/
def ringH (t : Fin 4 → ℝ) (φ : ℝ) : Matrix (Fin 4) (Fin 4) ℂ :=
  !![0, t 0, 0, t 3 * Complex.exp (-φ * Complex.I);
     t 0, 0, t 1, 0;
     0, t 1, 0, t 2;
     t 3 * Complex.exp (φ * Complex.I), 0, t 2, 0]

/-- The sum of the squared hoppings. -/
def hopSq (t : Fin 4 → ℝ) : ℝ := t 0 ^ 2 + t 1 ^ 2 + t 2 ^ 2 + t 3 ^ 2

/-- The modulus of the interference between the two pairings of opposite bonds at flux `φ`. -/
def amp (t : Fin 4 → ℝ) (φ : ℝ) : ℝ :=
  ‖(t 0 * t 2 : ℂ) - t 1 * t 3 * Complex.exp (φ * Complex.I)‖

/-- The determinant of a cyclic four-site matrix, expanded in bonds, pairs of opposite bonds
and loops around the ring. -/
theorem det_cycle (x a b c d d' : ℂ) :
    (!![x, -a, 0, -d'; -a, x, -b, 0; 0, -b, x, -c; -d, 0, -c, x]).det =
      x ^ 4 - (a ^ 2 + b ^ 2 + c ^ 2 + d * d') * x ^ 2
        + a ^ 2 * c ^ 2 + b ^ 2 * (d * d') - a * b * c * (d + d') := by
  rw [Matrix.det_succ_row_zero]
  simp [Fin.sum_univ_succ, Matrix.det_fin_three, Fin.succAbove]
  ring

/-- The squared interference modulus is a flux-independent term minus a multiple of `cos φ`. -/
theorem amp_sq (t : Fin 4 → ℝ) (φ : ℝ) :
    amp t φ ^ 2 = (t 0 * t 2) ^ 2 + (t 1 * t 3) ^ 2
      - 2 * (t 0 * t 1 * t 2 * t 3) * Real.cos φ := by
  rw [amp, ← Complex.normSq_eq_norm_sq, Complex.normSq_apply]
  simp only [Complex.sub_re, Complex.sub_im, Complex.mul_re, Complex.mul_im,
    Complex.ofReal_re, Complex.ofReal_im, Complex.exp_ofReal_mul_I_re,
    Complex.exp_ofReal_mul_I_im]
  linear_combination (t 1 * t 3) ^ 2 * Real.sin_sq_add_cos_sq φ

/-- The characteristic polynomial of the ring is quadratic in the squared energy. -/
theorem ring_det (t : Fin 4 → ℝ) (φ : ℝ) (x : ℂ) :
    (x • (1 : Matrix (Fin 4) (Fin 4) ℂ) - ringH t φ).det =
      x ^ 4 - (hopSq t : ℂ) * x ^ 2 + (amp t φ : ℂ) ^ 2 := by
  have hM : x • (1 : Matrix (Fin 4) (Fin 4) ℂ) - ringH t φ =
      !![x, -(t 0 : ℂ), 0, -(t 3 * Complex.exp (-φ * Complex.I));
         -(t 0 : ℂ), x, -(t 1 : ℂ), 0; 0, -(t 1 : ℂ), x, -(t 2 : ℂ);
         -(t 3 * Complex.exp (φ * Complex.I)), 0, -(t 2 : ℂ), x] := by
    ext i j
    fin_cases i <;> fin_cases j <;> simp [ringH]
  have hE : Complex.exp (φ * Complex.I) * Complex.exp (-φ * Complex.I) = 1 := by
    rw [← Complex.exp_add]
    simp
  rw [hM, det_cycle, ← Complex.ofReal_pow, amp_sq, hopSq]
  push_cast
  rw [Complex.cos]
  linear_combination (-x ^ 2 + (t 1 : ℂ) ^ 2) * (t 3 : ℂ) ^ 2 * hE

end

end RingDet
```

The compiler's answer:

```
Main.lean:57:43: error: Tactic `rewrite` failed: Did not find an occurrence of the pattern
  amp ?t ?φ ^ 2
in the target expression
  x ^ 4 -
            (↑(t 0 ^ 2) + ↑(t 1) ^ 2 + ↑(t 2) ^ 2 +
                ↑(t 3) * Complex.exp (↑φ * Complex.I) * (↑(t 3) * Complex.exp (-↑φ * Complex.I))) *
              x ^ 2 +
          ↑(t 0 ^ 2) * ↑(t 2) ^ 2 +
        ↑(t 1) ^ 2 * (↑(t 3) * Complex.exp (↑φ * Complex.I) * (↑(t 3) * Complex.exp (-↑φ * Complex.I))) -
      ↑(t 0) * ↑(t 1) * ↑(t 2) * (↑(t 3) * Complex.exp (↑φ * Complex.I) + ↑(t 3) * Complex.exp (-↑φ * Complex.I)) =
    x ^ 4 - ↑(hopSq t) * x ^ 2 + ↑(amp t φ) ^ 2

t : Fin 4 → ℝ
φ : ℝ
x : ℂ
hM :
  x • 1 - ringH t φ =
    !![x, -↑(t 0), 0, -(↑(t 3) * Complex.exp (-↑φ * Complex.I));
      -↑(t 0), x, -↑(t 1), 0;
      0, -↑(t 1), x, -↑(t 2);
      -(↑(t 3) * Complex.exp (↑φ * Complex.I)), 0, -↑(t 2), x]
hE : Complex.exp (↑φ * Complex.I) * Complex.exp (-↑φ * Complex.I) = 1
⊢ x ^ 4 -
            (↑(t 0 ^ 2) + ↑(t 1) ^ 2 + ↑(t 2) ^ 2 +
                ↑(t 3) * Complex.exp (↑φ * Complex.I) * (↑(t 3) * Complex.exp (-↑φ * Complex.I))) *
              x ^ 2 +
          ↑(t 0 ^ 2) * ↑(t 2) ^ 2 +
        ↑(t 1) ^ 2 * (↑(t 3) * Complex.exp (↑φ * Complex.I) * (↑(t 3) * Complex.exp (-↑φ * Complex.I))) -
      ↑(t 0) * ↑(t 1) * ↑(t 2) * (↑(t 3) * Complex.exp (↑φ * Complex.I) + ↑(t 3) * Complex.exp (-↑φ * Complex.I)) =
    x ^ 4 - ↑(hopSq t) * x ^ 2 + ↑(amp t φ) ^ 2
```

What went wrong. The error says that `amp_sq` found no `amp t φ ^ 2` to rewrite. That lemma is about the square of a real number, while the goal holds `↑(amp t φ) ^ 2`, where the number is first cast to the complex numbers and then squared.

The step before, `← Complex.ofReal_pow`, was there to move the square inside the cast. Without arguments, though, its pattern fits any power of a cast real, and `rw` settles on the first match and rewrites only the instances of that one. Here the match was `↑(t 0) ^ 2`: the printed goal has `↑(t 0 ^ 2)` in two places, and the `amp` term is untouched.

The repair names the real number, as `Complex.ofReal_pow (amp t φ)`, so that only a power of `↑(amp t φ)` can match. The term becomes `↑(amp t φ ^ 2)`, which contains the real square that `amp_sq` needs, and the rest of the proof goes through unchanged.

The repair, with which the file compiles:

```diff
@@ -55,5 +55,5 @@
     rw [← Complex.exp_add]
     simp
-  rw [hM, det_cycle, ← Complex.ofReal_pow, amp_sq, hopSq]
+  rw [hM, det_cycle, ← Complex.ofReal_pow (amp t φ), amp_sq, hopSq]
   push_cast
   rw [Complex.cos]
```
